# Diagonal mutual information of two orbitals lies between zero and the smaller occupation entropy

I have a normalised many-electron wavefunction expanded in occupation-number states, and I look at two of its orbitals. Taking the squared moduli of the amplitudes and summing over the states of all other orbitals gives the probability p(i,j) of finding the first orbital in local state i and the second in j. From this table I compute a mutual information I, the sum of the two single-orbital entropies minus the joint entropy. I expect I to be nonnegative and no larger than either single-orbital entropy. Can this be derived rigorously, with a proof that a machine has checked?

## A chain rule and log t ≤ t − 1 give the two bounds

Yes. Write A(i) = Σ_j p(i,j) and B(j) = Σ_i p(i,j) for the marginals, and let S be the sum of −x log x over a table, with 0 log 0 = 0. S(AB) denotes the entropy of p itself. Since Σ_j p(i,j) log A(i) = A(i) log A(i),

S(AB) − S(A) = Σ_ij p(i,j) [log A(i) − log p(i,j)].

An entry never exceeds its row sum, so each term with p(i,j) > 0 is nonnegative; the others vanish. Hence S(AB) ≥ S(A), and exchanging the orbitals gives S(AB) ≥ S(B).

For the other direction, take p(i,j) > 0. Then A(i) and B(j) are positive, and log t ≤ t − 1 at t = A(i)B(j)/p(i,j), multiplied by p(i,j), gives

p(i,j) [log A(i) + log B(j) − log p(i,j)] ≤ A(i)B(j) − p(i,j).

If p(i,j) = 0, this reads 0 ≤ A(i)B(j), which also holds. Summed over the table, the left side is S(AB) − S(A) − S(B) and the right side is 1·1 − 1 = 0. With I = S(A) + S(B) − S(AB), the bounds combine into

0 ≤ I ≤ min(S(A), S(B)).

The value I = S(B) requires every chain-rule term to vanish, so that p(i,j) = A(i) wherever p(i,j) > 0. This means that each row has at most one nonzero entry: the first orbital's state fixes the second's. A table with weights q on the diagonal and zeros elsewhere has both marginals equal to q, so I = S(q) + S(q) − S(q) = S(q).

## What the Lean theorems say about the wavefunction

The finite types `α` and `β` hold the local states of the two orbitals, and `γ` those of all the others together. The amplitudes are `c i j k`, `occupationTable c` is p, and `margA` and `margB` are A and B. The hypothesis `hc` is normalisation, and `orbital_mutualInfo_bounds` is the claim in the question. Entropies use the natural logarithm through `negMulLog`.

Subadditivity is proved for a normalised table (`IsJointProb`) and can fail if the entries sum to more than one; the lower bounds on S(AB) and the equality criterion need only nonnegative entries.

The result constrains a correlation diagnostic in electronic structure, but only for occupation probabilities in a chosen finite orbital basis. If the same combination I is formed from the von Neumann entropies of the orbitals' reduced density matrices, coherences also enter and the upper bound can fail: a pure entangled pair has zero joint entropy, so I is twice the single-orbital entropy. Definitions with a prefactor 1/2 halve this value.

```lean
import Mathlib

open Real

namespace OrbitalMutualInformation

noncomputable section

variable {α β γ : Type*} [Fintype α] [Fintype β] [Fintype γ]

/-- Shannon entropy `-∑ p log p` of a table of weights, with natural logarithm. -/
def entropy (p : α → ℝ) : ℝ := ∑ i, negMulLog (p i)

/-- Shannon entropy of a joint table for two orbitals. -/
def jointEntropy (p : α → β → ℝ) : ℝ := ∑ i, ∑ j, negMulLog (p i j)

/-- Marginal table of the first orbital. -/
def margA (p : α → β → ℝ) (i : α) : ℝ := ∑ j, p i j

/-- Marginal table of the second orbital. -/
def margB (p : α → β → ℝ) (j : β) : ℝ := ∑ i, p i j

/-- Mutual information: the sum of the marginal entropies minus the joint entropy. -/
def mutualInfo (p : α → β → ℝ) : ℝ :=
  entropy (margA p) + entropy (margB p) - jointEntropy p

/-- A joint probability table: nonnegative entries that sum to one. -/
structure IsJointProb (p : α → β → ℝ) : Prop where
  nonneg : ∀ i j, 0 ≤ p i j
  total : ∑ i, ∑ j, p i j = 1

/-- Joint occupation probabilities of two orbitals in a wavefunction with amplitudes `c i j k`,
where `k` labels the states of all other orbitals. -/
def occupationTable (c : α → β → γ → ℂ) (i : α) (j : β) : ℝ := ∑ k, ‖c i j k‖ ^ 2

/-- Chain rule: the joint entropy minus the first marginal entropy is the sum of `log (margA p i) -
log (p i j)` weighted by `p i j`. -/
theorem jointEntropy_sub_entropy_margA (p : α → β → ℝ) :
    jointEntropy p - entropy (margA p) =
      ∑ i, ∑ j, p i j * (log (margA p i) - log (p i j)) := by
  unfold jointEntropy entropy
  rw [← Finset.sum_sub_distrib]
  refine Finset.sum_congr rfl fun i _ => ?_
  have h : ∑ j, p i j * log (margA p i) = margA p i * log (margA p i) := by
    rw [← Finset.sum_mul]
    rfl
  simp only [negMulLog, mul_sub, Finset.sum_sub_distrib, neg_mul, Finset.sum_neg_distrib, h]
  ring

omit [Fintype α] in
/-- For a nonnegative table, every term of the chain rule is nonnegative. -/
theorem chain_term_nonneg {p : α → β → ℝ} (hp : ∀ i j, 0 ≤ p i j) (i : α) (j : β) :
    0 ≤ p i j * (log (margA p i) - log (p i j)) := by
  have hle : p i j ≤ margA p i :=
    Finset.single_le_sum (f := p i) (fun k _ => hp i k) (Finset.mem_univ j)
  rcases (hp i j).eq_or_lt with h0 | h0
  · rw [← h0, zero_mul]
  · exact mul_nonneg h0.le (sub_nonneg.2 (log_le_log h0 hle))

/-- The joint entropy is at least each of the two marginal entropies. -/
theorem max_entropy_le_jointEntropy {p : α → β → ℝ} (hp : ∀ i j, 0 ≤ p i j) :
    max (entropy (margA p)) (entropy (margB p)) ≤ jointEntropy p := by
  have hA : 0 ≤ jointEntropy p - entropy (margA p) := by
    rw [jointEntropy_sub_entropy_margA]
    exact Finset.sum_nonneg fun i _ => Finset.sum_nonneg fun j _ => chain_term_nonneg hp i j
  -- the second bound is the first one with the orbitals exchanged
  have hB : 0 ≤ jointEntropy (fun j i => p i j) - entropy (margB p) := by
    change 0 ≤ jointEntropy (fun j i => p i j) - entropy (margA (fun j i => p i j))
    rw [jointEntropy_sub_entropy_margA]
    exact Finset.sum_nonneg fun j _ => Finset.sum_nonneg fun i _ =>
      chain_term_nonneg (p := fun j i => p i j) (fun j i => hp i j) j i
  have hswap : jointEntropy (fun j i => p i j) = jointEntropy p := by
    unfold jointEntropy
    exact Finset.sum_comm
  exact max_le (by linarith) (by linarith)

/-- Subadditivity: the joint entropy is at most the sum of the marginal entropies. -/
theorem jointEntropy_le_add {p : α → β → ℝ} (hp : IsJointProb p) :
    jointEntropy p ≤ entropy (margA p) + entropy (margB p) := by
  -- `log t ≤ t - 1` at the ratio of the product of marginals to the joint table
  have key : ∀ i j, p i j * (log (margA p i) - log (p i j)) + p i j * log (margB p j)
      ≤ margA p i * margB p j - p i j := by
    intro i j
    have ha : p i j ≤ margA p i :=
      Finset.single_le_sum (f := p i) (fun k _ => hp.nonneg i k) (Finset.mem_univ j)
    have hb : p i j ≤ margB p j :=
      Finset.single_le_sum (f := fun k => p k j) (fun k _ => hp.nonneg k j) (Finset.mem_univ i)
    rcases (hp.nonneg i j).eq_or_lt with h0 | h0
    · rw [← h0] at ha hb ⊢
      have := mul_nonneg ha hb
      linarith
    · have ha0 := h0.trans_le ha
      have hb0 := h0.trans_le hb
      have h := log_le_sub_one_of_pos (div_pos (mul_pos ha0 hb0) h0)
      rw [log_div (mul_pos ha0 hb0).ne' h0.ne', log_mul ha0.ne' hb0.ne'] at h
      have h2 := mul_le_mul_of_nonneg_left h h0.le
      have h3 : p i j * (margA p i * margB p j / p i j - 1)
          = margA p i * margB p j - p i j := by
        field_simp
      linarith
  have hA1 : ∑ i, margA p i = 1 := hp.total
  have hB1 : ∑ j, margB p j = 1 := by
    have h := hp.total
    rw [Finset.sum_comm] at h
    exact h
  have hAB : ∑ i, ∑ j, margA p i * margB p j = 1 := by
    rw [← Finset.sum_mul_sum, hA1, hB1, one_mul]
  have hB : ∑ i, ∑ j, p i j * log (margB p j) = -entropy (margB p) := by
    rw [Finset.sum_comm]
    simp only [entropy, negMulLog, neg_mul, Finset.sum_neg_distrib, neg_neg]
    refine Finset.sum_congr rfl fun j _ => ?_
    rw [← Finset.sum_mul]
    rfl
  -- sum the pointwise estimate over the whole table
  have hsum := Finset.sum_le_sum fun i (_ : i ∈ Finset.univ) =>
    Finset.sum_le_sum fun j (_ : j ∈ Finset.univ) => key i j
  simp only [Finset.sum_add_distrib, Finset.sum_sub_distrib] at hsum
  rw [← jointEntropy_sub_entropy_margA, hB, hAB, hp.total] at hsum
  linarith

/-- The mutual information of a joint probability table is nonnegative and at most the smaller
of the two marginal entropies. -/
theorem mutualInfo_bounds {p : α → β → ℝ} (hp : IsJointProb p) :
    0 ≤ mutualInfo p ∧ mutualInfo p ≤ min (entropy (margA p)) (entropy (margB p)) := by
  have h1 := jointEntropy_le_add hp
  have h2 := max_le_iff.1 (max_entropy_le_jointEntropy hp.nonneg)
  unfold mutualInfo
  exact ⟨by linarith, le_min (by linarith [h2.2]) (by linarith [h2.1])⟩

/-- For a normalised wavefunction, the diagonal mutual information of two orbitals is
nonnegative and at most the smaller of their occupation entropies. -/
theorem orbital_mutualInfo_bounds (c : α → β → γ → ℂ)
    (hc : ∑ i, ∑ j, ∑ k, ‖c i j k‖ ^ 2 = 1) :
    0 ≤ mutualInfo (occupationTable c) ∧
      mutualInfo (occupationTable c) ≤
        min (entropy (margA (occupationTable c))) (entropy (margB (occupationTable c))) :=
  mutualInfo_bounds ⟨fun _ _ => Finset.sum_nonneg fun _ _ => sq_nonneg _, hc⟩

/-- The mutual information equals the entropy of the second orbital exactly when each state of
the first orbital occurs together with at most one state of the second. -/
theorem mutualInfo_eq_entropy_margB_iff {p : α → β → ℝ} (hp : ∀ i j, 0 ≤ p i j) :
    mutualInfo p = entropy (margB p) ↔
      ∀ i j j', p i j ≠ 0 → p i j' ≠ 0 → j = j' := by
  classical
  have h1 : mutualInfo p = entropy (margB p) ↔
      ∑ i, ∑ j, p i j * (log (margA p i) - log (p i j)) = 0 := by
    rw [← jointEntropy_sub_entropy_margA]
    unfold mutualInfo
    constructor <;> intro h <;> linarith
  rw [h1, Finset.sum_eq_zero_iff_of_nonneg
    (fun i _ => Finset.sum_nonneg fun j _ => chain_term_nonneg hp i j)]
  constructor
  · intro h i j j' hj hj'
    by_contra hne
    have ht := (Finset.sum_eq_zero_iff_of_nonneg
      (fun j _ => chain_term_nonneg hp i j)).1 (h i (Finset.mem_univ i)) j (Finset.mem_univ j)
    have hpos : 0 < p i j := lt_of_le_of_ne (hp i j) (Ne.symm hj)
    have hpos' : 0 < p i j' := lt_of_le_of_ne (hp i j') (Ne.symm hj')
    -- a second occupied entry makes the marginal strictly larger than `p i j`
    have hlt : p i j < margA p i := by
      have h2 := Finset.add_sum_erase Finset.univ (p i) (Finset.mem_univ j)
      have h3 := Finset.single_le_sum (f := p i) (s := Finset.univ.erase j)
        (fun k _ => hp i k) (Finset.mem_erase.2 ⟨Ne.symm hne, Finset.mem_univ j'⟩)
      unfold margA
      linarith
    have := mul_pos hpos (sub_pos.2 (log_lt_log hpos hlt))
    linarith
  · intro h i _
    refine Finset.sum_eq_zero fun j _ => ?_
    by_cases h0 : p i j = 0
    · rw [h0, zero_mul]
    · have hm : margA p i = p i j :=
        Finset.sum_eq_single j
          (fun k _ hk => by_contra fun hk0 => hk (h i k j hk0 h0))
          (fun hn => absurd (Finset.mem_univ j) hn)
      rw [hm, sub_self, mul_zero]

/-- A perfectly correlated table, with weights `q` on the diagonal and zero elsewhere, has mutual
information equal to the entropy of `q`. -/
theorem mutualInfo_perfectly_correlated [DecidableEq α] (q : α → ℝ) :
    mutualInfo (fun i j : α => if i = j then q i else 0) = entropy q := by
  have hA : margA (fun i j : α => if i = j then q i else 0) = q := by
    funext i
    simp [margA]
  have hB : margB (fun i j : α => if i = j then q i else 0) = q := by
    funext j
    simp [margB]
  have hJ : jointEntropy (fun i j : α => if i = j then q i else 0) = entropy q := by
    simp [jointEntropy, entropy, apply_ite negMulLog]
  rw [mutualInfo, hA, hB, hJ]
  ring

end

end OrbitalMutualInformation
```

```lean
#print axioms OrbitalMutualInformation.orbital_mutualInfo_bounds
#print axioms OrbitalMutualInformation.mutualInfo_eq_entropy_margB_iff
#print axioms OrbitalMutualInformation.mutualInfo_perfectly_correlated
```

```
'OrbitalMutualInformation.orbital_mutualInfo_bounds' depends on axioms: [propext, Classical.choice, Quot.sound]
'OrbitalMutualInformation.mutualInfo_eq_entropy_margB_iff' depends on axioms: [propext, Classical.choice, Quot.sound]
'OrbitalMutualInformation.mutualInfo_perfectly_correlated' depends on axioms: [propext, Classical.choice, Quot.sound]
```

## How the proof follows the derivation

`jointEntropy_sub_entropy_margA` is the chain rule, and `chain_term_nonneg` treats zero and positive entries separately. `max_entropy_le_jointEntropy` sums these terms, then repeats the argument for the transposed table, with `Finset.sum_comm` exchanging the sums.

In `jointEntropy_le_add`, `key` is the pointwise logarithm estimate and `hsum` its sum; `linarith` finishes once the sums are identified. `mutualInfo_bounds` combines both results, and the wavefunction theorem supplies nonnegative squares and `hc`.

For `mutualInfo_eq_entropy_margB_iff`, a vanishing sum of nonnegative terms forces each term to vanish. A second nonzero entry in a row would make `p i j` strictly smaller than `margA p i`, and its term positive. Conversely, a single nonzero entry equals its row sum. `mutualInfo_perfectly_correlated` evaluates both marginals and the joint entropy directly.

## Computing the table from a CI vector or from samples

For spatial orbitals, the local states are empty, up, down and doubly occupied. A program loops over the determinants, adds each |c|² to the matching entry of a 4×4 table, and divides by the squared norm if the vector is not normalised. Row and column sums give the marginals, and the entropy routine skips zero entries. A value of I outside the bounds by more than rounding error shows that something is wrong, for example a table total above one or marginals that do not belong to the table. A value inside them does not show that the determinants were assigned to the right entries, since every joint probability table obeys the bounds.

With sampled configurations, the normalised histogram is itself a joint probability table, so for any nonzero number of samples its I lies between zero and the smaller of the histogram's own marginal entropies. Both I and these entropies may differ from the exact values.
